# In the t2g model, the octahedral d¹ quartet moment vanishes exactly at k = 1

Treat the single d electron of an ion on a regular octahedral site as a free spin, and you predict a linear Zeeman splitting with $g=2$. When spin-orbit coupling leaves a fourfold level lowest, that prediction can fail completely: in an isolated t2g shell with an unreduced orbital moment, this quartet has no first-order Zeeman splitting at all.

The t2g orbitals carry an effective angular momentum $L$ of spin-1 form, opposite in sign to the physical orbital momentum. With spin $S$ and $J=L+S$, in units of $\hbar$, the moment along axis $a$ is $2S_a-kL_a$, up to sign in Bohr magnetons. The orbital reduction factor $k$ stands for the loss of orbital momentum when metal orbitals mix with ligand orbitals. If $P$ projects onto $J^2=15/4$, then for every real $k$

$$P(2S_a-kL_a)P=\tfrac23(1-k)\,PJ_aP .$$

Within this model, a departure of $k$ from 1, such as covalency produces, is what gives the quartet its moment.

## Spin and orbital moments cancel

Take $(L_a)_{bc}=-i\varepsilon_{abc}$ on the three orbitals and $S_a=\sigma_a/2$, with $\sigma_a$ the Pauli matrices. Put $K=2L\cdot S=\sum_b L_b\sigma_b$. Since $L^2=2$ and $S^2=3/4$,

$$J^2=\tfrac{11}{4}+K,\qquad P=\tfrac13\left(J^2-\tfrac34\right)=\tfrac13(K+2).$$

Let $T$ send a state with spinor components $\psi_b$ to the spinor $\sum_b\sigma_b\psi_b$. The $(b,c)$ block of $T^\dagger T$ is $\sigma_b\sigma_c=\delta_{bc}+i\sum_a\varepsilon_{abc}\sigma_a$, and that of $K$ is $-i\sum_a\varepsilon_{abc}\sigma_a$. Hence

$$K=1-T^\dagger T,\qquad P=1-\tfrac13T^\dagger T .$$

Also $TT^\dagger=\sum_b\sigma_b^2=3$. Therefore $TP=T-\tfrac13(TT^\dagger)T=0$, likewise $PT^\dagger=0$, and so $KP=PK=P$. As $T$ has rank 2 on a six-dimensional space, its kernel, the quartet, has dimension 4.

The Pauli relation $\sigma_b\sigma_a+\sigma_a\sigma_b=2\delta_{ab}$ gives

$$KS_a+S_aK=\tfrac12\sum_b L_b(\sigma_b\sigma_a+\sigma_a\sigma_b)=L_a .$$

Placing $P$ on both sides yields $PL_aP=2PS_aP$, that is, $P(2S_a-L_a)P=0$. Now split the moment:

$$2S_a-kL_a=\tfrac23(1-k)J_a+\tfrac{2+k}{3}(2S_a-L_a).$$

The last term drops out between projectors, which proves the formula. The quartet contains a state with $J_a=3/2$, whose moment is $\tfrac23(1-k)\tfrac32=1-k$. The projected moment is therefore zero only at $k=1$.

For a numerical instance, take $k=0.8$, so $g=\tfrac23(0.2)\approx0.133$. The normalised state with orbital part $(1,i,0)/\sqrt2$ and spin up has $L_z=1$ and $2S_z=1$. Its moment is $1-0.8=0.2$, which agrees with $\tfrac32g$.

In the limit $k=0$ the orbital moment is gone, yet $g=2/3$ and not 2. The relation $PL_aP=2PS_aP$ gives $PS_aP=\tfrac13PJ_aP$, so the spin supplies only a third of the angular momentum $J_a$ in the quartet.

## Operators on six spin-orbitals

Axes $x,y,z$ are numbered 0, 1, 2, and a basis state is a pair of an orbital index and a spin index.

In Lean 4 with Mathlib:

```lean
import Mathlib

open Matrix
open Complex (I)
open scoped Kronecker

namespace OctahedralQuartetMoment

noncomputable section

/-- The spin-1 matrices of the effective orbital momentum, in the Cartesian basis of the
three t2g orbitals. -/
def orb : Fin 3 → Matrix (Fin 3) (Fin 3) ℂ :=
  ![!![0, 0, 0; 0, 0, -I; 0, I, 0], !![0, 0, I; 0, 0, 0; -I, 0, 0],
    !![0, -I, 0; I, 0, 0; 0, 0, 0]]

/-- The three Pauli matrices. -/
def pauli : Fin 3 → Matrix (Fin 2) (Fin 2) ℂ :=
  ![!![0, 1; 1, 0], !![0, -I; I, 0], !![1, 0; 0, -1]]

/-- Operators on the six spin-orbitals of the t2g shell. -/
abbrev Op := Matrix (Fin 3 × Fin 2) (Fin 3 × Fin 2) ℂ
```

The Kronecker product `⊗ₖ` lifts orbital and spin matrices to the full space. `L` and `J` are the effective momenta, not the physical ones.

```lean
/-- Effective orbital angular momentum along axis `a`. -/
def L (a : Fin 3) : Op := orb a ⊗ₖ (1 : Matrix (Fin 2) (Fin 2) ℂ)

/-- Electron spin along axis `a`. -/
def S (a : Fin 3) : Op := (1 / 2 : ℂ) • ((1 : Matrix (Fin 3) (Fin 3) ℂ) ⊗ₖ pauli a)

/-- Total effective angular momentum along axis `a`. -/
def J (a : Fin 3) : Op := L a + S a

/-- The square of the total effective angular momentum. -/
def Jsq : Op := ∑ a, J a * J a
```

The capital `K` is $2L\cdot S$ without a coupling constant, and is unrelated to the reduction factor `k`. Because $L$ is opposite in sign to the physical orbital momentum, the spin-orbit energy of the electron is a negative multiple of `K`. The quartet, where $K=1$, therefore lies below the doublet, where $K=-2$.

```lean
/-- The spin-orbit operator, twice the scalar product of `L` and `S`. -/
def K : Op := ∑ a, orb a ⊗ₖ pauli a

/-- The quartet projector, written as a polynomial in the squared angular momentum. -/
def P : Op := (1 / 3 : ℂ) • (Jsq - (3 / 4 : ℂ) • (1 : Op))
```

The definition of `moment` fixes the spin g factor at exactly 2; with the free-electron value the cancellation at $k=1$ would be only approximate. It also assumes the step from the real ion to the model: the orbital moment is taken to be $-kL$ in an isolated t2g shell, without admixture of the eg orbitals or distortion of the site.

```lean
/-- The magnetic moment operator `2 S - k L` along axis `a`, up to sign in Bohr magnetons,
with orbital reduction factor `k`. -/
def moment (k : ℝ) (a : Fin 3) : Op := (2 : ℂ) • S a - (k : ℂ) • L a

/-- The contraction of a vector-spinor with the Pauli matrices, which yields a spinor. -/
def T : Matrix (Fin 2) (Fin 3 × Fin 2) ℂ := Matrix.of fun s p => pauli p.1 s p.2
```

The vectors in `stretched` are unnormalised, with norm 2 along $x$ and $y$ and $\sqrt2$ along $z$. This does not affect their eigenvalues.

```lean
/-- An unnormalised product state with orbital and spin momentum both aligned with axis `a`. -/
def stretched (a : Fin 3) : Fin 3 × Fin 2 → ℂ := fun p =>
  (![![0, 1, I], ![I, 0, 1], ![1, I, 0]] : Fin 3 → Fin 3 → ℂ) a p.1 *
    (![![1, 1], ![1, I], ![1, 0]] : Fin 3 → Fin 2 → ℂ) a p.2
```

## The quartet as the kernel of a contraction

The identity $K=1-T^\dagger T$ is checked entry by entry, with `Tᴴ` for $T^\dagger$.

```lean
/-- The spin-orbit operator is the identity minus the squared spinor contraction. -/
theorem K_eq : K = 1 - Tᴴ * T := by
  have o2 : orb 2 = !![0, -I, 0; I, 0, 0; 0, 0, 0] := rfl
  have p2 : pauli 2 = !![1, 0; 0, -1] := rfl
  rw [K, Fin.sum_univ_three, o2, p2]
  ext ⟨b, s⟩ ⟨c, t⟩
  fin_cases b <;> fin_cases s <;> fin_cases c <;> fin_cases t <;>
    norm_num [orb, pauli, T, Matrix.mul_apply, Fin.sum_univ_succ, Matrix.one_apply]
```

In the anticommutator, `hp` is the Pauli relation and `h` applies it to each term of `K`. Only the term $b=a$ survives the sum.

```lean
/-- The orbital momentum is the anticommutator of the spin with the spin-orbit operator. -/
theorem K_anticommutator (a : Fin 3) : K * S a + S a * K = L a := by
  have hp : ∀ b, pauli b * pauli a + pauli a * pauli b =
      (if b = a then (2 : ℂ) else 0) • (1 : Matrix (Fin 2) (Fin 2) ℂ) := by
    intro b
    ext i j
    fin_cases a <;> fin_cases b <;> fin_cases i <;> fin_cases j <;>
      norm_num [pauli, Matrix.mul_apply, Fin.sum_univ_succ]
  have h : ∀ b, (orb b ⊗ₖ pauli b) * S a + S a * (orb b ⊗ₖ pauli b) =
      if b = a then L a else 0 := by
    intro b
    rw [S, mul_smul_comm, smul_mul_assoc, ← Matrix.mul_kronecker_mul,
      ← Matrix.mul_kronecker_mul, mul_one, one_mul, ← smul_add, ← Matrix.kronecker_add, hp b,
      Matrix.kronecker_smul, smul_smul]
    split_ifs with hb
    · rw [hb, L]
      norm_num
    · rw [mul_zero, zero_smul]
  rw [K, Finset.sum_mul, Finset.mul_sum, ← Finset.sum_add_distrib]
  simp [h]
```

For the projector, `hJ` expands $J_a^2$ into orbital, spin-orbit and spin parts. Summing with $L^2=2$ gives $P=1-\tfrac13T^\dagger T$.

```lean
/-- The quartet projector is the identity minus one third of the squared spinor contraction. -/
theorem P_eq : P = 1 - (1 / 3 : ℂ) • (Tᴴ * T) := by
  have hp : ∀ a, pauli a * pauli a = 1 := by
    intro a
    ext i j
    fin_cases a <;> fin_cases i <;> fin_cases j <;>
      norm_num [pauli, Matrix.mul_apply, Fin.sum_univ_succ]
  have hL : orb 0 * orb 0 + orb 1 * orb 1 + orb 2 * orb 2 =
      (2 : ℂ) • (1 : Matrix (Fin 3) (Fin 3) ℂ) := by
    have o2 : orb 2 = !![0, -I, 0; I, 0, 0; 0, 0, 0] := rfl
    rw [o2]
    ext i j
    fin_cases i <;> fin_cases j <;> norm_num [orb, Matrix.mul_apply, Fin.sum_univ_succ]
  have hK : ∑ a, (orb a * orb a) ⊗ₖ (1 : Matrix (Fin 2) (Fin 2) ℂ) = (2 : ℂ) • (1 : Op) := by
    rw [Fin.sum_univ_three, ← Matrix.add_kronecker, ← Matrix.add_kronecker, hL,
      Matrix.smul_kronecker, Matrix.one_kronecker_one]
  have hJ : ∀ a, J a * J a = (orb a * orb a) ⊗ₖ (1 : Matrix (Fin 2) (Fin 2) ℂ)
      + orb a ⊗ₖ pauli a + (1 / 4 : ℂ) • (1 : Op) := by
    intro a
    simp only [J, L, S, add_mul, mul_add, smul_mul_assoc, mul_smul_comm,
      ← Matrix.mul_kronecker_mul, one_mul, mul_one, hp, Matrix.one_kronecker_one]
    module
  have hD := K_eq
  rw [K] at hD
  rw [P, Jsq]
  simp only [hJ, Finset.sum_add_distrib, hK, hD, Finset.sum_const, Finset.card_univ,
    Fintype.card_fin]
  module
```

Here `hT` is $TT^\dagger=3$, and both products vanish as in the derivation above.

```lean
/-- Quartet states have zero spinor contraction, and the adjoint contraction produces states
that the quartet projector annihilates. -/
theorem contraction_quartet : T * P = 0 ∧ P * Tᴴ = 0 := by
  have hT : T * Tᴴ = (3 : ℂ) • (1 : Matrix (Fin 2) (Fin 2) ℂ) := by
    ext i j
    fin_cases i <;> fin_cases j <;>
      norm_num [T, pauli, Matrix.mul_apply, Fintype.sum_prod_type, Fin.sum_univ_succ]
  constructor
  · rw [P_eq, Matrix.mul_sub, Matrix.mul_one, Matrix.mul_smul, ← Matrix.mul_assoc, hT,
      Matrix.smul_mul, Matrix.one_mul]
    module
  · rw [P_eq, Matrix.sub_mul, Matrix.one_mul, Matrix.smul_mul, Matrix.mul_assoc, hT,
      Matrix.mul_smul, Matrix.mul_one]
    module
```

The next theorem justifies calling `P` the orthogonal projector: it is Hermitian and idempotent, and it fixes a vector exactly when $J^2$ acts on that vector as $15/4$. The last part uses $J^2=3P+\tfrac34$.

```lean
/-- `P` is the orthogonal projector onto the states with squared angular momentum `15/4`. -/
theorem P_spec : P.IsHermitian ∧ P * P = P ∧
    ∀ v, P *ᵥ v = v ↔ Jsq *ᵥ v = (15 / 4 : ℂ) • v := by
  refine ⟨?_, ?_, fun v => ?_⟩
  · rw [P_eq]
    simp [Matrix.IsHermitian, Matrix.conjTranspose_sub, Matrix.conjTranspose_smul,
      Matrix.conjTranspose_mul]
  · calc P * P = P * (1 - (1 / 3 : ℂ) • (Tᴴ * T)) := by rw [← P_eq]
      _ = P := by
        rw [Matrix.mul_sub, Matrix.mul_one, Matrix.mul_smul, ← Matrix.mul_assoc,
          contraction_quartet.2, Matrix.zero_mul, smul_zero, sub_zero]
  · have hq : Jsq = (3 : ℂ) • P + (3 / 4 : ℂ) • (1 : Op) := by
      rw [P]
      module
    have e : Jsq *ᵥ v = (3 : ℂ) • (P *ᵥ v) + (3 / 4 : ℂ) • v := by
      rw [hq, Matrix.add_mulVec, Matrix.smul_mulVec, Matrix.smul_mulVec, Matrix.one_mulVec]
    rw [e]
    constructor
    · intro h
      rw [h]
      module
    · intro h
      calc P *ᵥ v = (1 / 3 : ℂ) • (((3 : ℂ) • (P *ᵥ v) + (3 / 4 : ℂ) • v)
            - (3 / 4 : ℂ) • v) := by module
        _ = v := by
          rw [h]
          module
```

## An isotropic g factor

The facts `hKP` and `hPK` say that $K$ acts as 1 next to $P$. Inserting the anticommutator for $L_a$ then gives $PL_aP=2PS_aP$.

```lean
/-- Within the quartet the spin moment `2 S` and the unreduced orbital moment `-L` cancel along
every axis. -/
theorem quartet_cancellation (a : Fin 3) : P * ((2 : ℂ) • S a - L a) * P = 0 := by
  -- the spin-orbit operator acts as the identity on the quartet
  have hKP : K * P = P := by
    rw [K_eq, Matrix.sub_mul, Matrix.one_mul, Matrix.mul_assoc, contraction_quartet.1,
      Matrix.mul_zero, sub_zero]
  have hPK : P * K = P := by
    rw [K_eq, Matrix.mul_sub, Matrix.mul_one, ← Matrix.mul_assoc, contraction_quartet.2,
      Matrix.zero_mul, sub_zero]
  have h : P * L a * P = (2 : ℂ) • (P * S a * P) := by
    calc P * L a * P = (P * K) * S a * P + P * S a * (K * P) := by
          rw [← K_anticommutator a]
          noncomm_ring
      _ = (2 : ℂ) • (P * S a * P) := by
          rw [hPK, hKP]
          module
  rw [mul_sub, sub_mul, mul_smul_comm, smul_mul_assoc, h, sub_self]
```

The main theorem holds for every real `k` and each axis. Its step `e` is the splitting of the moment into a $J_a$ part and a cancelling part.

```lean
/-- In the quartet the magnetic moment is proportional to the total effective angular
momentum, with g factor `(2/3)(1 - k)`. -/
theorem quartet_moment (k : ℝ) (a : Fin 3) :
    P * moment k a * P = (2 / 3 * (1 - k) : ℂ) • (P * J a * P) := by
  have e : moment k a = (2 / 3 * (1 - k) : ℂ) • J a
      + ((2 + k) / 3 : ℂ) • ((2 : ℂ) • S a - L a) := by
    rw [moment, J]
    module
  rw [e, mul_add, add_mul, mul_smul_comm, smul_mul_assoc, mul_smul_comm, smul_mul_assoc,
    quartet_cancellation, smul_zero, add_zero]
```

By linearity the same factor serves a real field `B` in any direction, with the Zeeman energy in units of the Bohr magneton. For one electron in an isolated t2g shell, this gives a reference value for a calculated g tensor, provided that the calculation treats the whole quartet as an effective spin 3/2. If a single pair of levels is treated as an effective spin 1/2 instead, the numbers differ: the pair $J_z=\pm\tfrac32$ then has $g_z=2(1-k)$.

```lean
/-- For a field `B` in any direction the Zeeman coupling of the quartet has the same
g factor `(2/3)(1 - k)`. -/
theorem quartet_zeeman (k : ℝ) (B : Fin 3 → ℝ) :
    P * (∑ a, (B a : ℂ) • moment k a) * P =
      (2 / 3 * (1 - k) : ℂ) • (P * (∑ a, (B a : ℂ) • J a) * P) := by
  simp only [Finset.mul_sum, Finset.sum_mul, mul_smul_comm, smul_mul_assoc, quartet_moment,
    Finset.smul_sum]
  exact Finset.sum_congr rfl fun a _ => smul_comm _ _ _
```

## A state that detects any departure from k = 1

The calculation shows that $T$ annihilates the stretched state and that $S_a$ has eigenvalue $1/2$ on it. The rest follows from earlier identities: $K$ gives 1, the anticommutator gives $L_a=1$, and so $J_a=3/2$ and the projected moment is $1-k$.

```lean
/-- The stretched state along `a` lies in the quartet, has angular momentum `3/2` along `a`,
and is an eigenstate of the projected moment along `a` with eigenvalue `1 - k`. -/
theorem stretched_moment (k : ℝ) (a : Fin 3) :
    P *ᵥ stretched a = stretched a ∧ J a *ᵥ stretched a = (3 / 2 : ℂ) • stretched a ∧
      (P * moment k a * P) *ᵥ stretched a = (1 - k : ℂ) • stretched a := by
  have hT : T *ᵥ stretched a = 0 := by
    ext s
    fin_cases a <;> fin_cases s <;>
      norm_num [T, pauli, stretched, Matrix.mulVec, dotProduct, Fintype.sum_prod_type,
        Fin.sum_univ_succ]
  have hσ : ((1 : Matrix (Fin 3) (Fin 3) ℂ) ⊗ₖ pauli a) *ᵥ stretched a = stretched a := by
    ext ⟨b, s⟩
    fin_cases a <;> fin_cases b <;> fin_cases s <;>
      norm_num [pauli, stretched, Matrix.mulVec, dotProduct, Fintype.sum_prod_type,
        Fin.sum_univ_succ, Matrix.one_apply]
  have hS : S a *ᵥ stretched a = (1 / 2 : ℂ) • stretched a := by
    rw [S, Matrix.smul_mulVec, hσ]
  have hK : K *ᵥ stretched a = stretched a := by
    rw [K_eq, Matrix.sub_mulVec, Matrix.one_mulVec, ← Matrix.mulVec_mulVec, hT,
      Matrix.mulVec_zero, sub_zero]
  have hL : L a *ᵥ stretched a = stretched a := by
    rw [← K_anticommutator a, Matrix.add_mulVec, ← Matrix.mulVec_mulVec,
      ← Matrix.mulVec_mulVec, hK, hS, Matrix.mulVec_smul, hK]
    module
  have hP : P *ᵥ stretched a = stretched a := by
    rw [P_eq, Matrix.sub_mulVec, Matrix.one_mulVec, Matrix.smul_mulVec,
      ← Matrix.mulVec_mulVec, hT, Matrix.mulVec_zero, smul_zero, sub_zero]
  have hJ : J a *ᵥ stretched a = (3 / 2 : ℂ) • stretched a := by
    rw [J, Matrix.add_mulVec, hL, hS]
    module
  refine ⟨hP, hJ, ?_⟩
  rw [quartet_moment, Matrix.smul_mulVec, ← Matrix.mulVec_mulVec, hP,
    ← Matrix.mulVec_mulVec, hJ, Matrix.mulVec_smul, hP]
  module
```

If the projected moment is zero, then $(1-k)$ times the stretched state is zero. Reading off a component equal to 1 gives $k=1$; the converse is the main formula. The theorem concerns the moment inside the quartet only, so matrix elements to the $J^2=3/4$ doublet can still produce a second-order response to the field.

```lean
/-- Along each axis the magnetic moment of the quartet vanishes exactly when the orbital
reduction factor is one. -/
theorem quartet_moment_eq_zero_iff (k : ℝ) (a : Fin 3) :
    P * moment k a * P = 0 ↔ k = 1 := by
  constructor
  · intro h
    have hs := (stretched_moment k a).2.2
    rw [h, Matrix.zero_mulVec] at hs
    -- one component of the stretched state equals one
    have hv : stretched a (a + 1, 0) = 1 := by
      fin_cases a <;> simp [stretched]
    have hc := congrFun hs (a + 1, 0)
    rw [Pi.smul_apply, hv, Pi.zero_apply, smul_eq_mul, mul_one] at hc
    have hk : (k : ℂ) = 1 := by linear_combination hc
    exact_mod_cast hk
  · rintro rfl
    rw [quartet_moment, Complex.ofReal_one, sub_self, mul_zero, zero_smul]

end

end OctahedralQuartetMoment
```

```lean
#print axioms OctahedralQuartetMoment.P_spec
-- 'OctahedralQuartetMoment.P_spec' depends on axioms: [propext, Classical.choice, Quot.sound]
#print axioms OctahedralQuartetMoment.quartet_zeeman
-- 'OctahedralQuartetMoment.quartet_zeeman' depends on axioms: [propext, Classical.choice, Quot.sound]
#print axioms OctahedralQuartetMoment.quartet_moment_eq_zero_iff
-- 'OctahedralQuartetMoment.quartet_moment_eq_zero_iff' depends on axioms: [propext, Classical.choice, Quot.sound]
```
